# Epstein–Nesbet overshoot in selected CI with uncoupled determinants of equal energy

A selected CI code that adds the second-order Epstein–Nesbet correction to its variational energy can land below the exact energy, and the two printed numbers don't show by how much. For a reference coupled to mutually uncoupled determinants that share one energy above it, the overshoot has a closed form.

## The ratio $2s/(S'+s)$ and its use in a code

Put the reference at energy 0 and the other determinants at $D>0$, with real couplings $v_i$ to the reference. Let $S$ be the selected set, $w=\sum_{i\in S}v_i^2$ and $W=\sum_i v_i^2$, and define the numbers $s=\sqrt{D^2+4w}$ and $S'=\sqrt{D^2+4W}$ (so $S'$ is not a set). Let $E_{\rm sel}$ be the lowest energy in the space of the reference and $S$, and $E_{\rm full}$ the lowest energy with all determinants included. If $w<W$, then

$$E_{\rm PT2}=-\frac{W-w}{s}<0,\qquad \frac{E_{\rm full}-E_{\rm sel}}{E_{\rm PT2}}=\frac{2s}{S'+s}<1 .$$

At fixed $D$ and $W$, the ratio increases strictly with $w$ and tends to 1 as $w\to W$ from below.

Taking $E_{\rm sel}+E_{\rm PT2}$ as the full energy amounts to setting this ratio to 1. In this model of uncoupled, equal-energy determinants the ratio is below 1 whenever $w<W$, so the sum lies below $E_{\rm full}$. The closed form of $E_{\rm PT2}$ also gives an exact value for testing a PT2 routine that accepts an explicit Hamiltonian matrix.

For example, take $D=3$, one selected determinant with $v=2$ and one unselected with $v=\sqrt6$. Then $w=4$, $W=10$, $s=5$ and $S'=7$. The energies are $E_{\rm sel}=-1$ and $E_{\rm full}=-2$, while $E_{\rm PT2}=-6/5$. The corrected energy is $-2.2$, and the ratio is $5/6$.

## From a sum of squares to the ratio

Let $x$ be a normalized real state with reference amplitude $x_0$ and $x_i=0$ for $i\notin S$. Its energy is

$$\langle H\rangle=2x_0\sum_{i\in S}v_ix_i+D\sum_{i\in S}x_i^2 .$$

Set $E=(D-s)/2$ and $k=(D+s)/2>0$, so that $D-E=k$ and $kE=(D^2-s^2)/4=-w$. Multiplying $E$ by $x_0^2+\sum_{i\in S}x_i^2=1$ gives

$$k(\langle H\rangle-E)=k^2\sum_{i\in S}x_i^2+2kx_0\sum_{i\in S}v_ix_i+wx_0^2=\sum_{i\in S}(kx_i+v_ix_0)^2 .$$

Hence $\langle H\rangle\ge E$, with equality exactly when $x_i=-v_ix_0/k$ for all $i\in S$. Normalization then requires $x_0^2(1+w/k^2)=1$. Since $k^2+w=k(k-E)=ks$, this means $x_0^2=k/s$. Such a state exists, so $E_{\rm sel}=E$, and every selected ground state $c$ has $c_0^2=k/s$.

An unselected determinant $a$ has $(Hc)_a=v_ac_0$ and denominator $E-D=-k$. It contributes

$$\frac{v_a^2\,(k/s)}{-k}=-\frac{v_a^2}{s},$$

and summing over $a\notin S$ gives $-(W-w)/s$. Leaving out the reference weight $c_0^2$ would give $-(W-w)/k$ instead, which is $-1.5$ in the example.

Selecting everything replaces $s$ by $S'$. Because $S'^2-s^2=4(W-w)$,

$$E_{\rm full}-E_{\rm sel}=\frac{s-S'}2=-\frac{2(W-w)}{S'+s}.$$

Division by $E_{\rm PT2}$ gives $2s/(S'+s)$, which is below 1 because $s<S'$. Written as $2/(1+S'/s)$, it increases with $s$ and therefore with $w$; continuity gives the limit 1.

## The Lean file

```lean
import Mathlib

open Matrix Filter Topology

namespace SelectedCIRemainder

noncomputable section

variable {ι : Type*} [Fintype ι] [DecidableEq ι]

/-- The Hamiltonian of a reference (`none`) at energy 0, coupled by `v i` to mutually
uncoupled determinants `some i` at energy `D`. -/
def ham (D : ℝ) (v : ι → ℝ) : Matrix (Option ι) (Option ι) ℝ :=
  Matrix.of fun a b => match a, b with
    | none, none => 0
    | none, some i => v i
    | some i, none => v i
    | some i, some j => if i = j then D else 0

/-- The energy expectation value of a real normalized state `x`. -/
def energy (H : Matrix (Option ι) (Option ι) ℝ) (x : Option ι → ℝ) : ℝ := x ⬝ᵥ (H *ᵥ x)

/-- A normalized state built from the reference and the selected determinants `S` only. -/
def SelectedState (S : Finset ι) (x : Option ι → ℝ) : Prop :=
  (∀ i, i ∉ S → x (some i) = 0) ∧ x ⬝ᵥ x = 1

/-- A selected state of lowest energy among all selected states. -/
def IsSelectedGround (H : Matrix (Option ι) (Option ι) ℝ) (S : Finset ι)
    (c : Option ι → ℝ) : Prop :=
  SelectedState S c ∧ ∀ x, SelectedState S x → energy H c ≤ energy H x

/-- The second-order Epstein-Nesbet correction from the unselected determinants, for selected ground
states `c` whose energy differs from the diagonal element of every unselected determinant. -/
def enCorrection (H : Matrix (Option ι) (Option ι) ℝ) (S : Finset ι)
    (c : Option ι → ℝ) : ℝ :=
  ∑ a ∈ Sᶜ, (H *ᵥ c) (some a) ^ 2 / (energy H c - H (some a) (some a))

/-- The total squared coupling carried by the determinants in `S`. -/
def weight (v : ι → ℝ) (S : Finset ι) : ℝ := ∑ i ∈ S, v i ^ 2

/-- The square root `√(D² + 4w)`, for `D² + 4w ≥ 0`. -/
def splitting (D w : ℝ) : ℝ := √(D ^ 2 + 4 * w)

/-- The energy `(D - √(D² + 4w)) / 2`, for `D² + 4w ≥ 0`. -/
def level (D w : ℝ) : ℝ := (D - splitting D w) / 2

/-- An explicit state on the reference and the determinants `S`, for `D > 0`. -/
def groundVector (D : ℝ) (v : ι → ℝ) (S : Finset ι) : Option ι → ℝ
  | none => √((D + splitting D (weight v S)) / (2 * splitting D (weight v S)))
  | some i => if i ∈ S then
      -(v i) * √((D + splitting D (weight v S)) / (2 * splitting D (weight v S)))
        / ((D + splitting D (weight v S)) / 2) else 0

/-- The Hamiltonian feeds a determinant from the reference and from itself only. -/
theorem ham_mulVec_some (D : ℝ) (v : ι → ℝ) (x : Option ι → ℝ) (i : ι) :
    (ham D v *ᵥ x) (some i) = v i * x none + D * x (some i) := by
  simp [Matrix.mulVec, dotProduct, ham, Fintype.sum_option]

/-- The energy consists of the coupling to the reference and the excitation energy. -/
theorem energy_eq (D : ℝ) (v : ι → ℝ) (x : Option ι → ℝ) :
    energy (ham D v) x =
      2 * x none * ∑ i, v i * x (some i) + D * ∑ i, x (some i) ^ 2 := by
  have h0 : (ham D v *ᵥ x) none = ∑ i, v i * x (some i) := by
    simp [Matrix.mulVec, dotProduct, ham, Fintype.sum_option]
  have h1 : ∑ i, x (some i) * (v i * x none + D * x (some i)) =
      x none * ∑ i, v i * x (some i) + D * ∑ i, x (some i) ^ 2 := by
    rw [Finset.mul_sum, Finset.mul_sum, ← Finset.sum_add_distrib]
    exact Finset.sum_congr rfl fun i _ => by ring
  unfold energy dotProduct
  rw [Fintype.sum_option, h0]
  simp only [ham_mulVec_some]
  rw [h1]
  ring

/-- For `D > 0` and `w ≥ 0` the root `√(D² + 4w)` is positive and squares to `D² + 4w`. -/
theorem splitting_spec {D w : ℝ} (hD : 0 < D) (hw : 0 ≤ w) :
    0 < splitting D w ∧ splitting D w ^ 2 = D ^ 2 + 4 * w :=
  ⟨Real.sqrt_pos.2 (by positivity), Real.sq_sqrt (by positivity)⟩

/-- For a normalized state on the selected space, the energy above `(D - √(D² + 4w)) / 2`,
multiplied by `(D + √(D² + 4w)) / 2`, is a sum of squares. -/
theorem energy_sum_of_squares {D : ℝ} (hD : 0 < D) (v : ι → ℝ) (S : Finset ι)
    {x : Option ι → ℝ} (hx : SelectedState S x) :
    (D + splitting D (weight v S)) / 2 * (energy (ham D v) x - level D (weight v S)) =
      ∑ i ∈ S, ((D + splitting D (weight v S)) / 2 * x (some i) + v i * x none) ^ 2 := by
  have hw : 0 ≤ weight v S := Finset.sum_nonneg fun i _ => sq_nonneg _
  obtain ⟨-, hs2⟩ := splitting_spec hD hw
  have hA : ∑ i ∈ S, x (some i) ^ 2 = ∑ i, x (some i) ^ 2 :=
    Finset.sum_subset (Finset.subset_univ S) (fun i _ hi => by simp [hx.1 i hi])
  have hB : ∑ i ∈ S, v i * x (some i) = ∑ i, v i * x (some i) :=
    Finset.sum_subset (Finset.subset_univ S) (fun i _ hi => by simp [hx.1 i hi])
  have hn : x none ^ 2 + ∑ i, x (some i) ^ 2 = 1 := by
    rw [← hx.2]
    simp [dotProduct, Fintype.sum_option, sq]
  -- expand the squares for an arbitrary prefactor
  have hexp : ∀ k : ℝ, ∑ i ∈ S, (k * x (some i) + v i * x none) ^ 2 =
      k ^ 2 * ∑ i ∈ S, x (some i) ^ 2 + 2 * k * x none * ∑ i ∈ S, v i * x (some i)
        + x none ^ 2 * weight v S := by
    intro k
    unfold weight
    rw [Finset.mul_sum, Finset.mul_sum, Finset.mul_sum, ← Finset.sum_add_distrib,
      ← Finset.sum_add_distrib]
    exact Finset.sum_congr rfl fun i _ => by ring
  rw [hexp, hA, hB, energy_eq]
  unfold level
  linear_combination x none ^ 2 / 4 * hs2 +
    (D + splitting D (weight v S)) / 2 * ((D - splitting D (weight v S)) / 2) * hn

omit [DecidableEq ι] in
/-- Let `D > 0`, `s = √(D² + 4w)` and `k = (D + s) / 2`. If a vector `x`, not assumed normalized,
vanishes on the unselected determinants and `k * x (some i) + v i * x none = 0` for all `i ∈ S`,
then `k` times its squared norm is `s * x none ^ 2`. -/
theorem norm_of_stationary {D : ℝ} (hD : 0 < D) (v : ι → ℝ) (S : Finset ι)
    {x : Option ι → ℝ} (h0 : ∀ i, i ∉ S → x (some i) = 0)
    (h1 : ∀ i ∈ S, (D + splitting D (weight v S)) / 2 * x (some i) + v i * x none = 0) :
    (D + splitting D (weight v S)) / 2 * (x ⬝ᵥ x) =
      splitting D (weight v S) * x none ^ 2 := by
  have hw : 0 ≤ weight v S := Finset.sum_nonneg fun i _ => sq_nonneg _
  obtain ⟨hs, hs2⟩ := splitting_spec hD hw
  have hA : ∑ i ∈ S, x (some i) ^ 2 = ∑ i, x (some i) ^ 2 :=
    Finset.sum_subset (Finset.subset_univ S) (fun i _ hi => by simp [h0 i hi])
  have hn : x ⬝ᵥ x = x none ^ 2 + ∑ i, x (some i) ^ 2 := by
    simp [dotProduct, Fintype.sum_option, sq]
  have hsum : ∀ k : ℝ, (∀ i ∈ S, k * x (some i) + v i * x none = 0) →
      k ^ 2 * ∑ i, x (some i) ^ 2 = weight v S * x none ^ 2 := by
    intro k hk
    rw [← hA, weight, Finset.mul_sum, Finset.sum_mul]
    exact Finset.sum_congr rfl fun i hi => by
      linear_combination (k * x (some i) - v i * x none) * hk i hi
  have hk : (D + splitting D (weight v S)) / 2 ≠ 0 := by positivity
  apply mul_left_cancel₀ hk
  rw [hn]
  linear_combination hsum _ h1 - x none ^ 2 / 4 * hs2

/-- For `D > 0` the explicit state is a ground state of the selected space, with energy
`(D - √(D² + 4w)) / 2`. -/
theorem groundVector_isSelectedGround {D : ℝ} (hD : 0 < D) (v : ι → ℝ) (S : Finset ι) :
    IsSelectedGround (ham D v) S (groundVector D v S) ∧
      energy (ham D v) (groundVector D v S) = level D (weight v S) := by
  have hw : 0 ≤ weight v S := Finset.sum_nonneg fun i _ => sq_nonneg _
  obtain ⟨hs, -⟩ := splitting_spec hD hw
  have hk : 0 < (D + splitting D (weight v S)) / 2 := by positivity
  have h0 : groundVector D v S none ^ 2 =
      (D + splitting D (weight v S)) / (2 * splitting D (weight v S)) :=
    Real.sq_sqrt (by positivity)
  have hout : ∀ i, i ∉ S → groundVector D v S (some i) = 0 := fun i hi => if_neg hi
  have hin : ∀ i ∈ S, (D + splitting D (weight v S)) / 2 * groundVector D v S (some i)
      + v i * groundVector D v S none = 0 := by
    intro i hi
    have h : groundVector D v S (some i) = -(v i) * groundVector D v S none
        / ((D + splitting D (weight v S)) / 2) := if_pos hi
    rw [h, mul_div_cancel₀ _ hk.ne']
    ring
  have hsel : SelectedState S (groundVector D v S) := by
    refine ⟨hout, mul_left_cancel₀ hk.ne' ?_⟩
    rw [norm_of_stationary hD v S hout hin, h0]
    field_simp
  -- all squares vanish, so the lower bound is attained
  have hE : energy (ham D v) (groundVector D v S) = level D (weight v S) := by
    have h := energy_sum_of_squares hD v S hsel
    rw [Finset.sum_eq_zero (fun i hi => by rw [hin i hi]; norm_num)] at h
    exact sub_eq_zero.1 ((mul_eq_zero.1 h).resolve_left hk.ne')
  refine ⟨⟨hsel, fun x hx => ?_⟩, hE⟩
  rw [hE]
  have h := energy_sum_of_squares hD v S hx
  have hp : 0 ≤ (D + splitting D (weight v S)) / 2 *
      (energy (ham D v) x - level D (weight v S)) := by
    rw [h]
    exact Finset.sum_nonneg fun i _ => sq_nonneg _
  exact le_of_mul_le_mul_left (by linarith) hk

/-- For `D > 0` every ground state of the selected space has energy `(D - s) / 2` and reference
weight `(D + s) / (2s)`, where `s = √(D² + 4w)`. -/
theorem selectedGround_energy_weight {D : ℝ} (hD : 0 < D) (v : ι → ℝ) (S : Finset ι)
    {c : Option ι → ℝ} (hc : IsSelectedGround (ham D v) S c) :
    energy (ham D v) c = level D (weight v S) ∧
      c none ^ 2 = (D + splitting D (weight v S)) / (2 * splitting D (weight v S)) := by
  have hw : 0 ≤ weight v S := Finset.sum_nonneg fun i _ => sq_nonneg _
  obtain ⟨hs, -⟩ := splitting_spec hD hw
  obtain ⟨hg, hgE⟩ := groundVector_isSelectedGround hD v S
  have hE : energy (ham D v) c = level D (weight v S) := by
    rw [← hgE]
    exact le_antisymm (hc.2 _ hg.1) (hg.2 _ hc.1)
  refine ⟨hE, ?_⟩
  -- at the minimum every square vanishes
  have h := energy_sum_of_squares hD v S hc.1
  rw [hE, sub_self, mul_zero] at h
  have hz := (Finset.sum_eq_zero_iff_of_nonneg (fun i _ => sq_nonneg _)).1 h.symm
  have hn := norm_of_stationary hD v S hc.1.1 (fun i hi => pow_eq_zero_iff two_ne_zero |>.1 (hz i hi))
  rw [hc.1.2] at hn
  rw [eq_div_iff (by positivity)]
  linear_combination -2 * hn

/-- For `D > 0` the Epstein-Nesbet correction to a selected ground state is
`-(W - w) / √(D² + 4w)`. -/
theorem enCorrection_eq {D : ℝ} (hD : 0 < D) (v : ι → ℝ) (S : Finset ι)
    {c : Option ι → ℝ} (hc : IsSelectedGround (ham D v) S c) :
    enCorrection (ham D v) S c =
      -(weight v Finset.univ - weight v S) / splitting D (weight v S) := by
  have hw : 0 ≤ weight v S := Finset.sum_nonneg fun i _ => sq_nonneg _
  obtain ⟨hs, -⟩ := splitting_spec hD hw
  obtain ⟨hE, h0⟩ := selectedGround_energy_weight hD v S hc
  have hk : D + splitting D (weight v S) ≠ 0 := by positivity
  have hterm : ∀ a ∈ Sᶜ, (ham D v *ᵥ c) (some a) ^ 2 /
      (energy (ham D v) c - ham D v (some a) (some a)) =
        -(v a ^ 2) / splitting D (weight v S) := by
    intro a ha
    have hd : ham D v (some a) (some a) = D := by simp [ham]
    have hden : level D (weight v S) - D = -((D + splitting D (weight v S)) / 2) := by
      unfold level
      ring
    have hnum : (v a * c none + D * 0) ^ 2 = v a ^ 2 *
        ((D + splitting D (weight v S)) / (2 * splitting D (weight v S))) := by
      rw [← h0]
      ring
    rw [ham_mulVec_some, hc.1.1 a (Finset.mem_compl.1 ha), hE, hd, hden, hnum]
    field_simp
  have hsum : (∑ i ∈ S, v i ^ 2) + ∑ i ∈ Sᶜ, v i ^ 2 = ∑ i, v i ^ 2 :=
    Finset.sum_add_sum_compl S _
  have hcompl : ∑ i ∈ Sᶜ, v i ^ 2 = weight v Finset.univ - weight v S := by
    unfold weight
    linarith
  unfold enCorrection
  rw [Finset.sum_congr rfl hterm, ← Finset.sum_div, Finset.sum_neg_distrib, hcompl]

/-- Let `D > 0` and let the selected determinants carry less than the total squared coupling.
Then the Epstein-Nesbet correction is negative, and the true remaining energy divided by it is
`2s / (S' + s) < 1`, with `s = √(D² + 4w)` and `S' = √(D² + 4W)`. -/
theorem remaining_energy_ratio {D : ℝ} (hD : 0 < D) (v : ι → ℝ) (S : Finset ι)
    (hlt : weight v S < weight v Finset.univ) {c g : Option ι → ℝ}
    (hc : IsSelectedGround (ham D v) S c)
    (hg : IsSelectedGround (ham D v) Finset.univ g) :
    enCorrection (ham D v) S c < 0 ∧
    (energy (ham D v) g - energy (ham D v) c) / enCorrection (ham D v) S c =
      2 * splitting D (weight v S) /
        (splitting D (weight v Finset.univ) + splitting D (weight v S)) ∧
    (energy (ham D v) g - energy (ham D v) c) / enCorrection (ham D v) S c < 1 := by
  have hw : 0 ≤ weight v S := Finset.sum_nonneg fun i _ => sq_nonneg _
  obtain ⟨hs, hs2⟩ := splitting_spec hD hw
  obtain ⟨hS, hS2⟩ := splitting_spec hD (hw.trans hlt.le)
  have hneg : enCorrection (ham D v) S c < 0 := by
    rw [enCorrection_eq hD v S hc]
    exact div_neg_of_neg_of_pos (by linarith) hs
  have hratio : (energy (ham D v) g - energy (ham D v) c) / enCorrection (ham D v) S c =
      2 * splitting D (weight v S) /
        (splitting D (weight v Finset.univ) + splitting D (weight v S)) := by
    rw [div_eq_div_iff hneg.ne (by positivity), enCorrection_eq hD v S hc,
      (selectedGround_energy_weight hD v S hc).1,
      (selectedGround_energy_weight hD v Finset.univ hg).1]
    have hr : 2 * splitting D (weight v S) *
        (-(weight v Finset.univ - weight v S) / splitting D (weight v S)) =
          -2 * (weight v Finset.univ - weight v S) := by
      field_simp
    rw [hr]
    unfold level
    linear_combination (hs2 - hS2) / 2
  refine ⟨hneg, hratio, ?_⟩
  have hlt' : splitting D (weight v S) < splitting D (weight v Finset.univ) :=
    Real.sqrt_lt_sqrt (by positivity) (by linarith)
  rw [hratio, div_lt_one (by positivity)]
  linarith

/-- For `D > 0` and fixed total squared coupling `W ≥ 0`, the ratio `2s / (S' + s)` increases
strictly with the selected part `w` on `[0, W]` and tends to 1 as `w` tends to `W` from below. -/
theorem ratio_increases_to_one {D W : ℝ} (hD : 0 < D) (hW : 0 ≤ W) :
    StrictMonoOn (fun w => 2 * splitting D w / (splitting D W + splitting D w))
      (Set.Icc 0 W) ∧
    Tendsto (fun w => 2 * splitting D w / (splitting D W + splitting D w))
      (𝓝[<] W) (𝓝 1) := by
  have hS := (splitting_spec hD hW).1
  constructor
  · intro a ha b hb hab
    have ha0 : 0 ≤ a := ha.1
    have hsa := (splitting_spec hD ha0).1
    have hsb := (splitting_spec hD hb.1).1
    have h : splitting D a < splitting D b :=
      Real.sqrt_lt_sqrt (by positivity) (by linarith)
    show 2 * splitting D a / (splitting D W + splitting D a) <
      2 * splitting D b / (splitting D W + splitting D b)
    rw [div_lt_div_iff₀ (by positivity) (by positivity)]
    nlinarith [mul_lt_mul_of_pos_left h hS]
  · have hcont : Continuous (fun w => splitting D w) :=
      Real.continuous_sqrt.comp (by fun_prop)
    have hne : splitting D W + splitting D W ≠ 0 := by positivity
    have ht : Tendsto (fun w => 2 * splitting D w / (splitting D W + splitting D w))
        (𝓝 W) (𝓝 (2 * splitting D W / (splitting D W + splitting D W))) :=
      ((continuous_const.mul hcont).tendsto W).div
        ((continuous_const.add hcont).tendsto W) hne
    have hval : 2 * splitting D W / (splitting D W + splitting D W) = 1 := by
      rw [← two_mul, div_self (by positivity)]
    rw [hval] at ht
    exact ht.mono_left nhdsWithin_le_nhds

end

end SelectedCIRemainder
```

```lean
#print axioms SelectedCIRemainder.remaining_energy_ratio
#print axioms SelectedCIRemainder.ratio_increases_to_one
```

```
'SelectedCIRemainder.remaining_energy_ratio' depends on axioms: [propext, Classical.choice, Quot.sound]
'SelectedCIRemainder.ratio_increases_to_one' depends on axioms: [propext, Classical.choice, Quot.sound]
```

## What is fixed by the definitions and what is derived

In `ham`, the index `none` is the reference and `some i` a determinant. `IsSelectedGround` describes a normalized vector supported on the reference and `S` that minimizes `energy` there; the full ground state is the case `Finset.univ`. `enCorrection` is the usual perturbation sum over `Sᶜ`, evaluated from the matrix. `weight`, `splitting` and `level` are $w$, $s$ and $E$.

`energy_sum_of_squares` proves the central identity: it expands the squares, and `linear_combination` closes the algebra using $s^2=D^2+4w$ and normalization. `groundVector_isSelectedGround` supplies a vector for which every square vanishes, so ground states exist. `selectedGround_energy_weight` runs the argument backwards: at the minimum the squares sum to zero, so each is zero, and `norm_of_stationary` yields the reference weight. `enCorrection_eq` inserts that weight term by term.

`remaining_energy_ratio` then holds for any selected ground state `c` and full ground state `g`. Its hypothesis `hlt` says that some unselected determinant still couples to the reference. `ratio_increases_to_one` treats the closed form as a function of a real variable $w$ at fixed $W$, by cross-multiplication and continuity of the square root. At $w=W$ the energy quotient itself is $0/0$, which Lean evaluates to 0, so the limit is stated for the closed form.

The model is finite and real. The common gap $D$ and the absence of coupling between excited determinants are assumptions about the Hamiltonian; a molecular Hamiltonian generally satisfies neither, and the theorems give no ratio or error sign for it. Rounding, stochastic sampling and screening of the perturbation sum are likewise absent.
